# Every normalised state of N qubits satisfies ‖J₋ψ‖² ≤ (N+1)²/4

If the emission of $N$ two-level atoms that couple identically to one field is estimated by adding the rates of independent atoms, the result is at most $N$ single-atom rates, a limit that some states exceed for every $N\ge 3$; if $N$ amplitudes of full size are added instead, the result is $N^2$, which is too high for every state once $N\ge 2$. The file below bounds the quantity that both estimates aim at, the squared norm of $J_-\psi$ for the collective lowering operator $J_-$, by $(N+1)^2/4$ for every unit vector $\psi$.

```lean
import Mathlib

open Complex

namespace SuperradiantEmissionBound

noncomputable section

/-- A state of `N` qubits: one complex amplitude for each set of excited atoms. -/
abbrev State (N : ℕ) := Finset (Fin N) → ℂ

variable {N : ℕ}

/-- The squared norm of a state vector. -/
def sqNorm (ψ : State N) : ℝ := ∑ S, ‖ψ S‖ ^ 2

/-- The Pauli operator `σx` of atom `j`. -/
def sigmaX (j : Fin N) (ψ : State N) : State N :=
  fun S => if j ∈ S then ψ (S.erase j) else ψ (insert j S)

/-- The Pauli operator `σy` of atom `j`, with the excited level as spin up. -/
def sigmaY (j : Fin N) (ψ : State N) : State N :=
  fun S => if j ∈ S then -I * ψ (S.erase j) else I * ψ (insert j S)

/-- The collective spin component `Jx`, half the sum of the site operators `σx`. -/
def Jx (ψ : State N) : State N := fun S => (1 / 2) * ∑ j, sigmaX j ψ S

/-- The collective spin component `Jy`, half the sum of the site operators `σy`. -/
def Jy (ψ : State N) : State N := fun S => (1 / 2) * ∑ j, sigmaY j ψ S

/-- The collective lowering operator `J₋ = Jx - i Jy`. -/
def Jminus (ψ : State N) : State N := fun S => Jx ψ S - I * Jy ψ S

/-- The state in which every atom is excited. -/
def fullyExcited (N : ℕ) : State N := fun S => if S = Finset.univ then 1 else 0

/-- The unnormalised Dicke vector: the equal superposition of all configurations
with exactly `k` excited atoms. -/
def dicke (N k : ℕ) : State N := fun S => if S.card = k then 1 else 0

/-- The amplitude of `J₋ ψ` at a configuration is the sum of the amplitudes of `ψ` at all
configurations obtained from that one by exciting one more atom. -/
theorem Jminus_apply (ψ : State N) (S : Finset (Fin N)) :
    Jminus ψ S = ∑ j ∈ Sᶜ, ψ (insert j S) := by
  -- at each site, `(σx - i σy) / 2` only removes an excitation
  have h : ∀ j, (1 / 2 : ℂ) * (sigmaX j ψ S - I * sigmaY j ψ S)
      = if j ∈ Sᶜ then ψ (insert j S) else 0 := by
    intro j
    by_cases hj : j ∈ S
    · have hj' : j ∉ Sᶜ := by simpa using hj
      rw [sigmaX, sigmaY, if_pos hj, if_pos hj, if_neg hj']
      linear_combination (1 / 2) * ψ (S.erase j) * I_mul_I
    · have hj' : j ∈ Sᶜ := by simpa using hj
      rw [sigmaX, sigmaY, if_neg hj, if_neg hj, if_pos hj']
      linear_combination -(1 / 2) * ψ (insert j S) * I_mul_I
  calc Jminus ψ S = ∑ j, (1 / 2 : ℂ) * (sigmaX j ψ S - I * sigmaY j ψ S) := by
        rw [← Finset.mul_sum, Finset.sum_sub_distrib, ← Finset.mul_sum]
        simp only [Jminus, Jx, Jy]
        ring
    _ = ∑ j ∈ Sᶜ, ψ (insert j S) := by
        simp only [h, Finset.sum_ite_mem, Finset.univ_inter]

/-- Summing a quantity over all single-atom decay paths counts each initial configuration
once for every excited atom in it. -/
theorem sum_decay_paths (F : Finset (Fin N) → ℝ) :
    ∑ S, ∑ j ∈ Sᶜ, F (insert j S) = ∑ T, (T.card : ℝ) * F T := by
  have hR : ∀ T : Finset (Fin N), (T.card : ℝ) * F T = ∑ _j ∈ T, F T := by
    intro T
    rw [Finset.sum_const, nsmul_eq_mul]
  rw [Finset.sum_congr rfl (fun T _ => hR T), Finset.sum_sigma', Finset.sum_sigma']
  -- exciting and de-exciting atom `j` are inverse to each other
  refine Finset.sum_bij' (fun p _ => ⟨insert p.2 p.1, p.2⟩)
    (fun p _ => ⟨p.1.erase p.2, p.2⟩) ?_ ?_ ?_ ?_ ?_
  · rintro ⟨S, j⟩ _
    simp
  · rintro ⟨T, j⟩ _
    simp
  · rintro ⟨S, j⟩ h
    have h' : j ∉ S := by simpa using h
    simp [h']
  · rintro ⟨T, j⟩ h
    have h' : j ∈ T := by simpa using h
    simp [Finset.insert_erase h']
  · intros
    rfl

/-- The number of unexcited atoms is `N` minus the number of excited ones. -/
theorem card_unexcited (S : Finset (Fin N)) : ((Sᶜ).card : ℝ) = N - S.card := by
  have h := Finset.card_add_card_compl S
  rw [Fintype.card_fin] at h
  have h' : (S.card : ℝ) + (Sᶜ).card = N := by exact_mod_cast h
  linarith

/-- The squared norm of `J₋ ψ` is at most the sum of `k (N + 1 - k)` weighted by the
squared amplitudes, where `k` is the number of excited atoms in each configuration. -/
theorem emission_le_excitation_average (ψ : State N) :
    sqNorm (Jminus ψ) ≤ ∑ T, (T.card : ℝ) * (((N : ℝ) + 1 - T.card) * ‖ψ T‖ ^ 2) := by
  rw [← sum_decay_paths (fun T => ((N : ℝ) + 1 - T.card) * ‖ψ T‖ ^ 2)]
  refine Finset.sum_le_sum fun S _ => ?_
  have hw : ∑ j ∈ Sᶜ, ((N : ℝ) + 1 - (insert j S).card) * ‖ψ (insert j S)‖ ^ 2
      = ((Sᶜ).card : ℝ) * ∑ j ∈ Sᶜ, ‖ψ (insert j S)‖ ^ 2 := by
    rw [Finset.mul_sum]
    refine Finset.sum_congr rfl fun j hj => ?_
    rw [Finset.card_insert_of_notMem (Finset.mem_compl.mp hj), card_unexcited]
    push_cast
    ring
  -- Cauchy-Schwarz over the decay paths that end in `S`
  rw [Jminus_apply, hw]
  exact (pow_le_pow_left₀ (norm_nonneg _) (norm_sum_le _ _) 2).trans
    sq_sum_le_card_mul_sum_sq

/-- Superradiant emission bound: for every unit vector of `N` qubits, entangled or not,
`‖J₋ ψ‖² ≤ (N + 1)² / 4`. -/
theorem superradiant_emission_bound (ψ : State N) (hψ : sqNorm ψ = 1) :
    sqNorm (Jminus ψ) ≤ ((N : ℝ) + 1) ^ 2 / 4 := by
  calc sqNorm (Jminus ψ)
      ≤ ∑ T, (T.card : ℝ) * (((N : ℝ) + 1 - T.card) * ‖ψ T‖ ^ 2) :=
        emission_le_excitation_average ψ
    _ ≤ ∑ T, ((N : ℝ) + 1) ^ 2 / 4 * ‖ψ T‖ ^ 2 := by
        refine Finset.sum_le_sum fun T _ => ?_
        -- complete the square in the number of excitations
        have hk : (T.card : ℝ) * ((N : ℝ) + 1 - T.card) ≤ ((N : ℝ) + 1) ^ 2 / 4 := by
          nlinarith [sq_nonneg ((N : ℝ) + 1 - 2 * T.card)]
        rw [← mul_assoc]
        exact mul_le_mul_of_nonneg_right hk (sq_nonneg _)
    _ = ((N : ℝ) + 1) ^ 2 / 4 := by
        rw [← Finset.mul_sum]
        change ((N : ℝ) + 1) ^ 2 / 4 * sqNorm ψ = _
        rw [hψ, mul_one]

/-- On the Dicke vector with `k` excitations, `J₋` multiplies the squared norm by
exactly `k (N + 1 - k)`. -/
theorem dicke_emission (N k : ℕ) :
    sqNorm (Jminus (dicke N k)) = (k : ℝ) * ((N : ℝ) + 1 - k) * sqNorm (dicke N k) := by
  have h := sum_decay_paths (fun T : Finset (Fin N) =>
    ((N : ℝ) + 1 - T.card) * ‖dicke N k T‖ ^ 2)
  beta_reduce at h
  -- all decay paths into `S` carry the same amplitude
  have hL : ∀ S, ‖Jminus (dicke N k) S‖ ^ 2 = ∑ j ∈ Sᶜ,
      ((N : ℝ) + 1 - (insert j S).card) * ‖dicke N k (insert j S)‖ ^ 2 := by
    intro S
    have hi : ∀ j ∈ Sᶜ, (insert j S).card = S.card + 1 := fun j hj =>
      Finset.card_insert_of_notMem (Finset.mem_compl.mp hj)
    have hd : ∀ j ∈ Sᶜ, dicke N k (insert j S) = if S.card + 1 = k then 1 else 0 := by
      intro j hj
      simp only [dicke, hi j hj]
    have hr : ∑ j ∈ Sᶜ, ((N : ℝ) + 1 - (insert j S).card) * ‖dicke N k (insert j S)‖ ^ 2
        = ∑ _j ∈ Sᶜ, ((N : ℝ) - S.card) * ‖(if S.card + 1 = k then 1 else 0 : ℂ)‖ ^ 2 := by
      refine Finset.sum_congr rfl fun j hj => ?_
      rw [hd j hj, hi j hj, Nat.cast_add, Nat.cast_one]
      ring
    rw [Jminus_apply, hr, Finset.sum_congr rfl hd, Finset.sum_const, Finset.sum_const,
      nsmul_eq_mul, nsmul_eq_mul, norm_mul, Complex.norm_natCast, mul_pow, card_unexcited]
    ring
  unfold sqNorm
  rw [Finset.sum_congr rfl (fun S _ => hL S), h, Finset.mul_sum]
  refine Finset.sum_congr rfl fun T _ => ?_
  by_cases hT : T.card = k
  · rw [hT]
    ring
  · simp [dicke, hT]

/-- The fully excited product state is a unit vector with `‖J₋ ψ‖² = N`. -/
theorem fullyExcited_emission (N : ℕ) :
    sqNorm (fullyExcited N) = 1 ∧ sqNorm (Jminus (fullyExcited N)) = N := by
  have he : fullyExcited N = dicke N N := by
    funext S
    have hS : S.card = N ↔ S = Finset.univ :=
      ⟨fun h => Finset.eq_univ_of_card S (by rw [h, Fintype.card_fin]),
        fun h => by rw [h, Finset.card_univ, Fintype.card_fin]⟩
    simp only [fullyExcited, dicke, hS]
  have h1 : sqNorm (fullyExcited N) = 1 := by
    rw [sqNorm, Finset.sum_eq_single Finset.univ]
    · simp [fullyExcited]
    · intro S _ h
      simp [fullyExcited, h]
    · simp
  refine ⟨h1, ?_⟩
  rw [he, dicke_emission, ← he, h1]
  ring

/-- For an odd number `N = 2m + 1` of atoms, the Dicke vector with `m + 1` excitations is
nonzero and `J₋` multiplies its squared norm by exactly `(N + 1)² / 4`. -/
theorem emission_bound_sharp (m : ℕ) :
    0 < sqNorm (dicke (2 * m + 1) (m + 1)) ∧
    sqNorm (Jminus (dicke (2 * m + 1) (m + 1)))
      = (((2 * m + 1 : ℕ) : ℝ) + 1) ^ 2 / 4 * sqNorm (dicke (2 * m + 1) (m + 1)) := by
  constructor
  · obtain ⟨S, -, hS⟩ := Finset.exists_subset_card_eq
      (s := (Finset.univ : Finset (Fin (2 * m + 1)))) (n := m + 1)
      (by rw [Finset.card_univ, Fintype.card_fin]; omega)
    exact Finset.sum_pos' (fun T _ => sq_nonneg _)
      ⟨S, Finset.mem_univ S, by simp [dicke, hS]⟩
  · rw [dicke_emission]
    push_cast
    ring

end

end SuperradiantEmissionBound
```

```lean
#print axioms SuperradiantEmissionBound.superradiant_emission_bound
-- 'SuperradiantEmissionBound.superradiant_emission_bound' depends on axioms: [propext, Classical.choice, Quot.sound]
#print axioms SuperradiantEmissionBound.fullyExcited_emission
-- 'SuperradiantEmissionBound.fullyExcited_emission' depends on axioms: [propext, Classical.choice, Quot.sound]
#print axioms SuperradiantEmissionBound.emission_bound_sharp
-- 'SuperradiantEmissionBound.emission_bound_sharp' depends on axioms: [propext, Classical.choice, Quot.sound]
```

## One amplitude for each set of excited atoms

A basis state of $N$ qubits is fixed by saying which atoms are excited. The file therefore labels basis states by subsets $S$ of the atoms, `Finset (Fin N)`, and a `State N` assigns a complex amplitude $\psi(S)$ to each of the $2^N$ subsets. The squared norm `sqNorm` is $\|\psi\|^2=\sum_S|\psi(S)|^2$, and the hypothesis `sqNorm ψ = 1` is the usual normalisation.

The Pauli operators of atom $j$ act by flipping that atom. In `sigmaX` the amplitude at $S$ is replaced by the amplitude at the configuration in which $j$ has the other level: `S.erase j` if $j$ is excited in $S$, and `insert j S` if it is not. In `sigmaY` the same flip carries a factor $-i$ when $j\in S$ and $+i$ when $j\notin S$. This is the standard $\sigma_y$ with the excited level as spin up.

The collective operators are

$$J_x=\tfrac12\sum_j\sigma_x^{(j)},\qquad J_y=\tfrac12\sum_j\sigma_y^{(j)},\qquad J_-=J_x-iJ_y,$$

in units with $\hbar=1$. They are written as functions on states, not as matrices.

## The ceiling and the states that are compared with it

`superradiant_emission_bound` says that $\|J_-\psi\|^2\le (N+1)^2/4$ for every unit vector $\psi$. The state may be a product state or entangled, and it need not be symmetric under exchange of atoms.

`fullyExcited_emission` says that the state with all atoms excited has norm one and gives $\|J_-\psi\|^2=N$. This is the value for $N$ independent excited atoms, so there is no cooperative enhancement at the instant of full inversion.

`emission_bound_sharp` concerns odd $N=2m+1$. Let $D_k$ be the sum of all basis states with exactly $k$ excited atoms, which is `dicke N k` in the file. No normalising factor is included, so its norm is in general not one. The theorem says that $D_{m+1}$ is nonzero and that $J_-$ multiplies its squared norm by $(N+1)^2/4$. After division by its norm, the Dicke state with $(N+1)/2$ excitations thus reaches the ceiling exactly, and quadratic growth with atom number really occurs.

## Emission rate and the limits of the model

Since $J_+=J_-^\dagger$, the squared norm is the expectation value $\|J_-\psi\|^2=\langle\psi|J_+J_-|\psi\rangle$. When all atoms couple to the field with the same strength and phase, as for identical atoms with parallel transition dipoles in a sample much smaller than the wavelength, and the field keeps no memory, the rate of spontaneous photon emission is this number times the spontaneous decay rate of a single atom. That link between operator and rate is physical input; the file works with the operator only.

The bound is a statement about one state at one instant. Superradiance usually means a pulse in time, whose intensity rises as an inverted sample decays, and no time evolution appears here. Unequal couplings, dipole–dipole interactions and mixed states are also absent. For a simulation of finitely many identically coupled two-level atoms, the theorem gives a direct check: a normalised state vector with $\langle J_+J_-\rangle$ above $(N+1)^2/4$, beyond rounding, signals an error.

## The lowering operator as a sum over decay paths

At a single site the combination $\tfrac12(\sigma_x-i\sigma_y)$ is needed. If $j\notin S$, its value at $S$ is

$$\tfrac12\bigl(\psi(S\cup\{j\})-i\cdot i\,\psi(S\cup\{j\})\bigr)=\psi(S\cup\{j\}).$$

If $j\in S$, it is

$$\tfrac12\bigl(\psi(S\setminus\{j\})-i\cdot(-i)\,\psi(S\setminus\{j\})\bigr)=0.$$

Summing over the atoms gives

$$(J_-\psi)(S)=\sum_{j\notin S}\psi(S\cup\{j\}).$$

The final configuration $S$ collects the amplitudes of all configurations from which it can be reached by the decay of one atom.

In Lean this is `Jminus_apply`. The two cases are separated by `by_cases`, and `linear_combination` closes each one with `I_mul_I`, the identity $i^2=-1$. The set of unexcited atoms appears as the complement `Sᶜ`.

## Counting each decay from both ends

Let $F$ be any real function of configurations. A decay path is a pair of a final configuration $S$ and an atom $j\notin S$. It can equally be described by the initial configuration $T=S\cup\{j\}$ and the atom $j\in T$ that decays. For fixed $T$ there are $|T|$ choices of $j$, so

$$\sum_S\sum_{j\notin S}F(S\cup\{j\})=\sum_T|T|\,F(T).$$

`sum_decay_paths` proves this by writing both sides as sums over pairs and applying `Finset.sum_bij'`. The two maps it receives are excitation and de-excitation of atom $j$, and the proof checks that each undoes the other.

## Cauchy–Schwarz over the paths into one configuration

There are $N-|S|$ paths into $S$, a count supplied by `card_unexcited`. The triangle inequality and the Cauchy–Schwarz inequality give

$$|(J_-\psi)(S)|^2\le (N-|S|)\sum_{j\notin S}|\psi(S\cup\{j\})|^2 .$$

For $T=S\cup\{j\}$ we have $|T|=|S|+1$, hence $N-|S|=N+1-|T|$. The prefactor can therefore be moved inside the sum as a function of the initial configuration. Summing over $S$ and using the double count with $F(T)=(N+1-|T|)\,|\psi(T)|^2$ yields

$$\|J_-\psi\|^2\le\sum_T|T|\,(N+1-|T|)\,|\psi(T)|^2 .$$

This is `emission_le_excitation_average`. For a unit vector the right-hand side is the average of $k(N+1-k)$ over the distribution of the excitation number $k$, so this distribution alone already limits the emission.

The Lean proof takes the steps in a slightly different order. It first rewrites the right-hand side as a sum over decay paths and then compares the two sides for each $S$. The auxiliary statement `hw` moves the prefactor, `norm_sum_le` is the triangle inequality, and `sq_sum_le_card_mul_sum_sq` is Cauchy–Schwarz in the form "the square of a sum is at most the number of terms times the sum of squares".

## Completing the square in the excitation number

For every $k$,

$$\frac{(N+1)^2}{4}-k(N+1-k)=\frac{(N+1-2k)^2}{4}\ge 0 .$$

Each weight in the previous sum is thus at most $(N+1)^2/4$, and

$$\|J_-\psi\|^2\le\frac{(N+1)^2}{4}\sum_T|\psi(T)|^2=\frac{(N+1)^2}{4}.$$

The `calc` block of `superradiant_emission_bound` has these same stages. The square is given to `nlinarith` as a hint, and the normalisation hypothesis enters only in the last line.

## Equality when all paths carry the same amplitude

Cauchy–Schwarz loses nothing when the added amplitudes are equal, and this is the case for $D_k$. If $|S|+1=k$, every path into $S$ carries amplitude $1$, so $(J_-D_k)(S)=N-|S|$ and

$$|(J_-D_k)(S)|^2=(N-|S|)^2=(N-|S|)\sum_{j\notin S}|D_k(S\cup\{j\})|^2 .$$

For any other $S$ both sides vanish. The double count then gives an equality in place of the earlier inequality:

$$\|J_-D_k\|^2=\sum_T|T|\,(N+1-|T|)\,|D_k(T)|^2=k(N+1-k)\,\|D_k\|^2 .$$

The last step holds because only configurations with $|T|=k$ contribute. In `dicke_emission` the equality for each $S$ is the statement `hL`, and the final `by_cases` separates $|T|=k$ from the rest.

Two choices of $k$ give the remaining theorems. For $k=N$ there is only one configuration, so $D_N$ is the fully excited state with norm one, and the formula gives $N\cdot 1=N$. `fullyExcited_emission` first proves that the two definitions agree and then substitutes.

For $N=2m+1$ and $k=m+1$ the factor is $(m+1)(m+1)=(N+1)^2/4$. `emission_bound_sharp` also exhibits a set of $m+1$ atoms, which shows that the Dicke vector is not zero and that the equality has content. For even $N$ no integer $k$ equals $(N+1)/2$, and the largest weight is $N(N+2)/4$, lower than the ceiling by $1/4$.

## The same bound in the basis of total spin

The model could also have been built from angular momentum states $|J,M\rangle$, for which

$$\|J_-|J,M\rangle\|^2=(J+M)(J-M+1).$$

With $J=N/2$ and $M=k-N/2$ this is again $k(N+1-k)$. On this single multiplet the state space has dimension $N+1$ instead of $2^N$, and neither the double count nor Cauchy–Schwarz is needed. The theorem would then cover only states that are symmetric under exchange of atoms. One way to reach all states from there is to decompose the full space into multiplets with $J\le N/2$; the proof by sets of excited atoms does not use this step.
